# An attractive Coulomb factor gives a finite s-wave threshold step when the source's first radial moment is nonzero

An X-ray photon lifts a core electron just above the ionisation threshold. The electron leaves slowly, with wave number k, and the atom behind it is charged. Does the absorption start from zero or with a step if the outgoing electron is treated as free, and what changes if the ion's attraction is included?

```lean
import Mathlib

open Filter Topology MeasureTheory

namespace CoulombThreshold

noncomputable section
```

## Source, waves and strengths

The transition operator acting on the core orbital makes a source for the outgoing electron. Only its s-wave component is treated here; in the dipole approximation this arises from a p core orbital, not from an s one. Let u(r) be r times the radial function of that component, on [0, R]. Its overlap with the free s-wave sin(kr)/k is

M(k) = (1/k) ∫₀ᴿ u(r) sin(kr) dr.

In Lean, `u` is a real function on the whole line, but only its values on [0, R] enter.

```lean
/-- Overlap of the radial source `u` on `[0, R]` with the free s-wave `sin (k r) / k`,
for wave number `k > 0`. -/
def overlap (u : ℝ → ℝ) (R k : ℝ) : ℝ :=
  (1 / k) * ∫ r in (0 : ℝ)..R, u r * Real.sin (k * r)
```

The candidate for the limit of M(k) is the first radial moment

m = ∫₀ᴿ r u(r) dr.

```lean
/-- First radial moment of the source, the integral of `r u(r)` over `[0, R]`. -/
def moment (u : ℝ → ℝ) (R : ℝ) : ℝ := ∫ r in (0 : ℝ)..R, r * u r
```

For an ion of charge Z, in atomic units, the Sommerfeld factor is

C(k) = (2πZ/k) / (1 − exp(−2πZ/k)).

It is the ratio of the Coulomb to the free s-wave density at the nucleus. Here it is postulated as a definition, not derived from the Schrödinger equation. Positive Z attracts.

```lean
/-- Sommerfeld factor of an s-wave electron in the field of a charge `Z` (atomic units),
for `k > 0` and `Z ≠ 0`; positive `Z` attracts the electron. -/
def sommerfeld (Z k : ℝ) : ℝ :=
  (2 * Real.pi * Z / k) / (1 - Real.exp (-(2 * Real.pi * Z / k)))
```

Up to a constant, the free strength per unit energy is

S₀(k) = k M(k)².

```lean
/-- Threshold strength `k M(k)²` with a free outgoing electron, for `k > 0`. -/
def freeStrength (u : ℝ → ℝ) (R k : ℝ) : ℝ := k * overlap u R k ^ 2
```

The ionic strength multiplies this by C(k):

S(k) = k C(k) M(k)².

The Coulomb field thus rescales the wave's amplitude but leaves its shape inside the source free. For the field of a point charge Z, this approximation suits sources small compared with 1/|Z|. The stronger field near the nucleus of a many-electron ion is left out of the model.

```lean
/-- Threshold strength `k C(k) M(k)²` weighted by the Sommerfeld factor,
for `k > 0` and `Z ≠ 0`. -/
def ionStrength (Z : ℝ) (u : ℝ → ℝ) (R k : ℝ) : ℝ :=
  k * sommerfeld Z k * overlap u R k ^ 2
```

## The overlap at small k

From cos 2x ≥ 1 − 2x² and cos 2x = 1 − 2 sin²x we get |sin x| ≤ |x|. Hence, for k > 0,

|u(r) sin(kr)/k| ≤ |r u(r)|.

The right side is integrable because u is continuous. At fixed r, sin(kr)/k → r, the derivative of sin(kr) with respect to k at k = 0. Dominated convergence gives M(k) → m.

The proof moves 1/k under the integral, then supplies measurability, the bound, its integrability and the pointwise limit. The filter `𝓝[>] 0` means k → 0 from above.

```lean
/-- For a source continuous on `[0, R]`, the free-wave overlap tends to the first radial
moment as the wave number tends to zero from above. -/
theorem overlap_tendsto {u : ℝ → ℝ} {R : ℝ} (hR : 0 ≤ R)
    (hu : ContinuousOn u (Set.Icc 0 R)) :
    Tendsto (overlap u R) (𝓝[>] 0) (𝓝 (moment u R)) := by
  have hu' : ContinuousOn u (Set.uIcc 0 R) := by rwa [Set.uIcc_of_le hR]
  have hsin : ∀ x : ℝ, |Real.sin x| ≤ |x| := by
    intro x
    have h := Real.one_sub_sq_div_two_le_cos (x := 2 * x)
    rw [Real.cos_two_mul] at h
    exact sq_le_sq.mp (by nlinarith [Real.sin_sq_add_cos_sq x])
  -- move the factor 1/k under the integral
  have heq : overlap u R =
      fun k => ∫ r in (0 : ℝ)..R, k⁻¹ * Real.sin (k * r) * u r := by
    funext k
    unfold overlap
    rw [← intervalIntegral.integral_const_mul]
    refine intervalIntegral.integral_congr fun r _ => ?_
    show 1 / k * (u r * Real.sin (k * r)) = k⁻¹ * Real.sin (k * r) * u r
    ring
  rw [heq]
  unfold moment
  -- dominated convergence with the bound |r u(r)|
  apply intervalIntegral.tendsto_integral_filter_of_dominated_convergence
    (fun r => |r * u r|)
  · refine Eventually.of_forall fun k => ?_
    have hc : ContinuousOn (fun r => k⁻¹ * Real.sin (k * r) * u r) (Set.uIcc 0 R) :=
      ContinuousOn.mul (Continuous.continuousOn (by fun_prop)) hu'
    exact hc.intervalIntegrable.def'.aestronglyMeasurable
  · filter_upwards [self_mem_nhdsWithin] with k hk
    have hk0 : 0 < k := hk
    refine Eventually.of_forall fun r _ => ?_
    have hb : |k⁻¹ * Real.sin (k * r)| ≤ |r| := by
      rw [abs_mul, abs_of_pos (inv_pos.mpr hk0)]
      calc k⁻¹ * |Real.sin (k * r)| ≤ k⁻¹ * |k * r| :=
            mul_le_mul_of_nonneg_left (hsin _) (inv_pos.mpr hk0).le
        _ = |r| := by
            rw [abs_mul, abs_of_pos hk0, ← mul_assoc, inv_mul_cancel₀ hk0.ne', one_mul]
    rw [Real.norm_eq_abs, abs_mul, abs_mul r]
    exact mul_le_mul_of_nonneg_right hb (abs_nonneg _)
  · have hc : ContinuousOn (fun r => |r * u r|) (Set.uIcc 0 R) :=
      (continuousOn_id.mul hu').abs
    exact hc.intervalIntegrable
  · refine Eventually.of_forall fun r _ => ?_
    have hd : HasDerivAt (fun k : ℝ => Real.sin (k * r)) r 0 := by
      simpa using (hasDerivAt_mul_const (x := (0 : ℝ)) r).sin
    have hs : Tendsto (fun k : ℝ => k⁻¹ * Real.sin (k * r)) (𝓝[>] 0) (𝓝 r) := by
      simpa using hd.tendsto_slope_zero_right
    exact hs.mul_const (u r)
```

## Attraction cancels the factor k

For c > 0, c/k → ∞ as k → 0⁺.

```lean
/-- A positive constant divided by the wave number grows without bound at threshold. -/
theorem coupling_tendsto {c : ℝ} (hc : 0 < c) :
    Tendsto (fun k : ℝ => c / k) (𝓝[>] 0) atTop := by
  simp only [div_eq_mul_inv]
  exact tendsto_inv_nhdsGT_zero.const_mul_atTop hc
```

With c = 2πZ and Z > 0, the exponential in C(k) dies out, so

k C(k) = 2πZ / (1 − exp(−2πZ/k)) → 2πZ.

Lean takes the limit of the quotient, then uses `congr'` to identify it with `k * sommerfeld Z k` for k > 0.

```lean
/-- For an attractive charge `Z > 0`, the product of wave number and Sommerfeld factor
tends to `2πZ` at threshold. -/
theorem sommerfeld_attractive {Z : ℝ} (hZ : 0 < Z) :
    Tendsto (fun k => k * sommerfeld Z k) (𝓝[>] 0) (𝓝 (2 * Real.pi * Z)) := by
  have hc : 0 < 2 * Real.pi * Z := by positivity
  have he := Real.tendsto_exp_neg_atTop_nhds_zero.comp (coupling_tendsto hc)
  have h := (tendsto_const_nhds (x := 2 * Real.pi * Z)).div
    ((tendsto_const_nhds (x := (1 : ℝ))).sub he) (by norm_num)
  rw [sub_zero, div_one] at h
  refine h.congr' ?_
  filter_upwards [self_mem_nhdsWithin] with k hk
  have hk0 : k ≠ 0 := (Set.mem_Ioi.mp hk).ne'
  show 2 * Real.pi * Z / (1 - Real.exp (-(2 * Real.pi * Z / k))) = k * sommerfeld Z k
  unfold sommerfeld
  rw [← mul_div_assoc, mul_div_cancel₀ _ hk0]
```

Multiplying the limits gives

S₀(k) → 0 · m² = 0,
S(k) → 2πZ m².

The theorem states both, for Z > 0, R ≥ 0 and u continuous on [0, R]. For near-edge absorption simulations, this means that in the present one-electron, single-channel model free outgoing waves lose the edge step whenever m ≠ 0.

```lean
/-- For a source continuous on `[0, R]` and an ion of charge `Z > 0`, the free-electron
strength vanishes at threshold, while the Coulomb-weighted strength tends to `2πZ` times
the squared first radial moment. -/
theorem threshold_onset {Z R : ℝ} {u : ℝ → ℝ} (hZ : 0 < Z) (hR : 0 ≤ R)
    (hu : ContinuousOn u (Set.Icc 0 R)) :
    Tendsto (freeStrength u R) (𝓝[>] 0) (𝓝 0) ∧
    Tendsto (ionStrength Z u R) (𝓝[>] 0) (𝓝 (2 * Real.pi * Z * moment u R ^ 2)) := by
  have hM := (overlap_tendsto hR hu).pow 2
  refine ⟨?_, (sommerfeld_attractive hZ).mul hM⟩
  have hk : Tendsto (fun k : ℝ => k) (𝓝[>] 0) (𝓝 0) :=
    tendsto_id.mono_left nhdsWithin_le_nhds
  have h := hk.mul hM
  rw [zero_mul] at h
  exact h
```

To check the arithmetic, take Z = 1, R = 1 and u = 1. This is not a physical source: a finite radial function gives u(0) = 0, and R is not small compared with 1/Z. Then m = 1/2, and the step is 2π/4 = π/2 ≈ 1.571. At k = 0.1,

M = (1 − cos 0.1)/0.01 ≈ 0.4996,
S₀ ≈ 0.0250,
S ≈ 1.568.

A source that changes sign can have no step: u(r) = 3r − 4r² on [0, 1] gives m = 1 − 1 = 0. If u > 0 inside (0, R) and R > 0, then r u(r) > 0 there, so m > 0 and the step is strictly positive. In the smallest case, R = 0, the integrals and both strengths vanish.

```lean
/-- If `Z > 0`, `R > 0` and the source is continuous on `[0, R]` and positive inside,
the threshold value `2πZ (∫ r u dr)²` is strictly positive. -/
theorem onset_pos {Z R : ℝ} {u : ℝ → ℝ} (hZ : 0 < Z) (hR : 0 < R)
    (hu : ContinuousOn u (Set.Icc 0 R)) (hpos : ∀ r ∈ Set.Ioo 0 R, 0 < u r) :
    0 < 2 * Real.pi * Z * moment u R ^ 2 := by
  have hu' : ContinuousOn u (Set.uIcc 0 R) := by rwa [Set.uIcc_of_le hR.le]
  have hc : ContinuousOn (fun r => r * u r) (Set.uIcc 0 R) := continuousOn_id.mul hu'
  have hm : 0 < moment u R :=
    intervalIntegral.intervalIntegral_pos_of_pos_on hc.intervalIntegrable
      (fun r hr => mul_pos hr.1 (hpos r hr)) hR
  positivity
```

## Repulsion suppresses the threshold

For Z < 0, put c = 2π|Z| and y = c/k. Multiplying numerator and denominator of C by exp(−y) gives

C(k) = y exp(−y) / (1 − exp(−y)),
C(k)/kⁿ = yⁿ⁺¹ exp(−y) / [cⁿ (1 − exp(−y))].

As y → ∞ the exponential beats the power, so the quotient tends to 0 for every natural number n. In the proof, `hS` is the first identity and `hkn` rewrites 1/kⁿ as yⁿ/cⁿ.

```lean
/-- For a repulsive charge `Z < 0`, the Sommerfeld factor vanishes at threshold faster
than any power of the wave number. -/
theorem sommerfeld_repulsive {Z : ℝ} (hZ : Z < 0) (n : ℕ) :
    Tendsto (fun k => sommerfeld Z k / k ^ n) (𝓝[>] 0) (𝓝 0) := by
  obtain ⟨c, hcdef⟩ : ∃ c, c = -(2 * Real.pi * Z) := ⟨_, rfl⟩
  have hc : 0 < c := by rw [hcdef]; nlinarith [Real.pi_pos]
  have hy := coupling_tendsto hc
  have h1 := (Real.tendsto_pow_mul_exp_neg_atTop_nhds_zero (n + 1)).comp hy
  have h2 := Real.tendsto_exp_neg_atTop_nhds_zero.comp hy
  have h := (h1.div ((tendsto_const_nhds (x := (1 : ℝ))).sub h2)
    (by norm_num)).div_const (c ^ n)
  rw [zero_div, zero_div] at h
  refine h.congr' ?_
  filter_upwards [self_mem_nhdsWithin] with k hk
  have hk0 : 0 < k := hk
  obtain ⟨y, hyk⟩ : ∃ y, y = c / k := ⟨_, rfl⟩
  have hypos : 0 < y := by rw [hyk]; positivity
  show (c / k) ^ (n + 1) * Real.exp (-(c / k)) / (1 - Real.exp (-(c / k))) / c ^ n
    = sommerfeld Z k / k ^ n
  have hZy : 2 * Real.pi * Z / k = -y := by rw [hyk, hcdef]; ring
  have hkn : 1 / k ^ n = y ^ n / c ^ n := by
    rw [hyk, div_pow]
    field_simp
  have hE : Real.exp y * Real.exp (-y) = 1 := by rw [← Real.exp_add]; simp
  have hp : 1 - Real.exp y ≠ 0 := (sub_neg.mpr (Real.one_lt_exp_iff.mpr hypos)).ne
  have hm : 1 - Real.exp (-y) ≠ 0 :=
    (sub_pos.mpr (Real.exp_lt_one_iff.mpr (neg_lt_zero.mpr hypos))).ne'
  -- rewrite the factor through the decaying exponential
  have hS : sommerfeld Z k = y * Real.exp (-y) / (1 - Real.exp (-y)) := by
    unfold sommerfeld
    rw [hZy, neg_neg, div_eq_div_iff hp hm]
    linear_combination y * hE
  rw [← hyk, hS, div_eq_mul_one_div _ (k ^ n), hkn]
  ring
```

Finally,

S(k)/kⁿ = k · (C(k)/kⁿ) · M(k)² → 0 · 0 · m² = 0.

In this model a repulsive Coulomb factor therefore makes the strength vanish faster than any power of k, whatever the moment of the source.

```lean
/-- For a repulsive charge `Z < 0` and a source continuous on `[0, R]`, the
Coulomb-weighted strength vanishes at threshold faster than any power of `k`. -/
theorem repulsive_onset {Z R : ℝ} {u : ℝ → ℝ} (hZ : Z < 0) (hR : 0 ≤ R)
    (hu : ContinuousOn u (Set.Icc 0 R)) (n : ℕ) :
    Tendsto (fun k => ionStrength Z u R k / k ^ n) (𝓝[>] 0) (𝓝 0) := by
  have hk : Tendsto (fun k : ℝ => k) (𝓝[>] 0) (𝓝 0) :=
    tendsto_id.mono_left nhdsWithin_le_nhds
  have h := (hk.mul (sommerfeld_repulsive hZ n)).mul ((overlap_tendsto hR hu).pow 2)
  rw [zero_mul, zero_mul] at h
  refine h.congr fun k => ?_
  unfold ionStrength
  ring

end

end CoulombThreshold
```

```lean
#print axioms CoulombThreshold.threshold_onset
-- 'CoulombThreshold.threshold_onset' depends on axioms: [propext, Classical.choice, Quot.sound]
#print axioms CoulombThreshold.onset_pos
-- 'CoulombThreshold.onset_pos' depends on axioms: [propext, Classical.choice, Quot.sound]
#print axioms CoulombThreshold.repulsive_onset
-- 'CoulombThreshold.repulsive_onset' depends on axioms: [propext, Classical.choice, Quot.sound]
```
